# Hellmann–Feynman formula for RPA excitation energies along a continuous solution branch

Differentiate an excitation energy of the random-phase approximation (RPA) by the product rule, and the derivatives of its amplitudes appear, which can be found by solving a further set of linear equations for each parameter. For symmetric RPA matrices and a continuous branch of solutions, normalised at the point of differentiation, these terms drop out, and the amplitudes themselves and the derivatives of the matrices suffice.

```lean
import Mathlib

open Matrix Filter Topology

namespace RPAHellmannFeynman

variable {n : Type*} [Fintype n]

/-- The RPA (Casida) equations for excitation amplitudes `X`, de-excitation amplitudes `Y`
and excitation energy `w`. -/
structure IsRPASolution (A B : Matrix n n ℝ) (X Y : n → ℝ) (w : ℝ) : Prop where
  excitation : A *ᵥ X + B *ᵥ Y = w • X
  deexcitation : B *ᵥ X + A *ᵥ Y = -(w • Y)

/-- The indefinite RPA overlap `U·X - V·Y` of two pairs of amplitudes. -/
def rpaOverlap (U V X Y : n → ℝ) : ℝ := U ⬝ᵥ X - V ⬝ᵥ Y

/-- The matrix element of the RPA block matrix with blocks `A`, `B`, `B`, `A` between
the amplitude pairs `(U, V)` and `(X, Y)`. -/
def rpaForm (A B : Matrix n n ℝ) (U V X Y : n → ℝ) : ℝ :=
  U ⬝ᵥ A *ᵥ X + U ⬝ᵥ B *ᵥ Y + V ⬝ᵥ B *ᵥ X + V ⬝ᵥ A *ᵥ Y

/-- A real symmetric matrix has the same matrix element when the two vectors are exchanged. -/
theorem symm_element {M : Matrix n n ℝ} (hM : M.IsSymm) (u v : n → ℝ) :
    u ⬝ᵥ M *ᵥ v = v ⬝ᵥ M *ᵥ u := by
  rw [Matrix.dotProduct_mulVec, ← Matrix.mulVec_transpose, hM.eq, dotProduct_comm]

/-- Projecting the RPA equations on any pair `(U, V)` gives the excitation energy times
the RPA overlap. -/
theorem rpaForm_of_solution {A B : Matrix n n ℝ} {X Y : n → ℝ} {w : ℝ}
    (h : IsRPASolution A B X Y w) (U V : n → ℝ) :
    rpaForm A B U V X Y = w * rpaOverlap U V X Y := by
  have e1 := congrArg (fun z => U ⬝ᵥ z) h.excitation
  have e2 := congrArg (fun z => V ⬝ᵥ z) h.deexcitation
  simp only [dotProduct_add, dotProduct_smul, dotProduct_neg, smul_eq_mul] at e1 e2
  unfold rpaForm rpaOverlap
  linear_combination e1 + e2

/-- Exact finite-difference identity: if the matrices of the first of two RPA problems are
symmetric, the energy difference between solutions of the two problems, times their overlap, is the
matrix element of the change in `A` and `B`. -/
theorem finite_difference {A₀ B₀ A₁ B₁ : Matrix n n ℝ} {X₀ Y₀ X₁ Y₁ : n → ℝ} {w₀ w₁ : ℝ}
    (hA : A₀.IsSymm) (hB : B₀.IsSymm)
    (h₀ : IsRPASolution A₀ B₀ X₀ Y₀ w₀) (h₁ : IsRPASolution A₁ B₁ X₁ Y₁ w₁) :
    (w₁ - w₀) * rpaOverlap X₀ Y₀ X₁ Y₁ = rpaForm (A₁ - A₀) (B₁ - B₀) X₀ Y₀ X₁ Y₁ := by
  have e1 := rpaForm_of_solution h₁ X₀ Y₀
  have e0 := rpaForm_of_solution h₀ X₁ Y₁
  -- let the unperturbed matrices act to the left
  unfold rpaForm rpaOverlap at *
  rw [symm_element hA X₁ X₀, symm_element hB X₁ Y₀, symm_element hB Y₁ X₀,
    symm_element hA Y₁ Y₀, dotProduct_comm X₁ X₀, dotProduct_comm Y₁ Y₀] at e0
  simp only [Matrix.sub_mulVec, dotProduct_sub]
  linear_combination e0 - e1

/-- Matrix elements converge when the matrix entries and the right-hand vector converge. -/
theorem tendsto_element {l : Filter ℝ} {M : ℝ → Matrix n n ℝ} {M' : Matrix n n ℝ}
    {Z : ℝ → n → ℝ} {Z' : n → ℝ} (u : n → ℝ)
    (hM : ∀ i j, Tendsto (fun s => M s i j) l (𝓝 (M' i j)))
    (hZ : ∀ j, Tendsto (fun s => Z s j) l (𝓝 (Z' j))) :
    Tendsto (fun s => u ⬝ᵥ M s *ᵥ Z s) l (𝓝 (u ⬝ᵥ M' *ᵥ Z')) := by
  simp only [dotProduct, Matrix.mulVec]
  exact tendsto_finsetSum _ fun i _ => tendsto_const_nhds.mul
    (tendsto_finsetSum _ fun j _ => (hM i j).mul (hZ j))

/-- Hellmann-Feynman theorem for the RPA with symmetric, differentiable matrices: along a branch of
solutions that is continuous and normalised at `t`, the excitation energy is differentiable at `t`,
and its derivative is given by the amplitudes at `t` and the derivatives of `A` and `B`. -/
theorem hellmann_feynman {A B : ℝ → Matrix n n ℝ} {A' B' : Matrix n n ℝ}
    {X Y : ℝ → n → ℝ} {w : ℝ → ℝ} {t : ℝ}
    (hAs : (A t).IsSymm) (hBs : ∀ s, (B s).IsSymm)
    (hA : ∀ i j, HasDerivAt (fun s => A s i j) (A' i j) t)
    (hB : ∀ i j, HasDerivAt (fun s => B s i j) (B' i j) t)
    (hX : ContinuousAt X t) (hY : ContinuousAt Y t)
    (hsol : ∀ᶠ s in 𝓝 t, IsRPASolution (A s) (B s) (X s) (Y s) (w s))
    (hnorm : X t ⬝ᵥ X t - Y t ⬝ᵥ Y t = 1) :
    HasDerivAt w (X t ⬝ᵥ A' *ᵥ X t + 2 * (X t ⬝ᵥ B' *ᵥ Y t) + Y t ⬝ᵥ A' *ᵥ Y t) t := by
  have hB's : B'.IsSymm := by
    ext i j
    have h := hB j i
    have e : (fun s => B s j i) = fun s => B s i j := funext fun s => (hBs s).apply i j
    rw [e] at h
    exact h.unique (hB i j)
  have hXc : ∀ j, Tendsto (fun s => X s j) (𝓝[≠] t) (𝓝 (X t j)) := fun j =>
    (continuousAt_pi.mp hX j).tendsto.mono_left nhdsWithin_le_nhds
  have hYc : ∀ j, Tendsto (fun s => Y s j) (𝓝[≠] t) (𝓝 (Y t j)) := fun j =>
    (continuousAt_pi.mp hY j).tendsto.mono_left nhdsWithin_le_nhds
  -- difference quotients of the matrices
  have hAq : ∀ i j, Tendsto (fun s => ((s - t)⁻¹ • (A s - A t)) i j) (𝓝[≠] t)
      (𝓝 (A' i j)) := fun i j => hasDerivAt_iff_tendsto_slope.mp (hA i j)
  have hBq : ∀ i j, Tendsto (fun s => ((s - t)⁻¹ • (B s - B t)) i j) (𝓝[≠] t)
      (𝓝 (B' i j)) := fun i j => hasDerivAt_iff_tendsto_slope.mp (hB i j)
  -- the overlap with the solution at `t` tends to one
  have hN : Tendsto (fun s => rpaOverlap (X t) (Y t) (X s) (Y s)) (𝓝[≠] t) (𝓝 1) := by
    rw [← hnorm]
    simp only [rpaOverlap, dotProduct]
    exact (tendsto_finsetSum _ fun i _ => tendsto_const_nhds.mul (hXc i)).sub
      (tendsto_finsetSum _ fun i _ => tendsto_const_nhds.mul (hYc i))
  have hF : Tendsto (fun s => rpaForm ((s - t)⁻¹ • (A s - A t)) ((s - t)⁻¹ • (B s - B t))
      (X t) (Y t) (X s) (Y s)) (𝓝[≠] t) (𝓝 (rpaForm A' B' (X t) (Y t) (X t) (Y t))) :=
    (((tendsto_element _ hAq hXc).add (tendsto_element _ hBq hYc)).add
      (tendsto_element _ hBq hXc)).add (tendsto_element _ hAq hYc)
  have hval : X t ⬝ᵥ A' *ᵥ X t + 2 * (X t ⬝ᵥ B' *ᵥ Y t) + Y t ⬝ᵥ A' *ᵥ Y t
      = rpaForm A' B' (X t) (Y t) (X t) (Y t) / 1 := by
    unfold rpaForm
    rw [symm_element hB's (Y t) (X t)]
    ring
  rw [hval, hasDerivAt_iff_tendsto_slope]
  refine (hF.div hN one_ne_zero).congr' ?_
  filter_upwards [hsol.filter_mono nhdsWithin_le_nhds, hN.eventually_ne one_ne_zero]
    with s hs hNs
  have hfd := finite_difference hAs (hBs t) hsol.self_of_nhds hs
  have hsm : rpaForm ((s - t)⁻¹ • (A s - A t)) ((s - t)⁻¹ • (B s - B t))
      (X t) (Y t) (X s) (Y s)
      = (s - t)⁻¹ * rpaForm (A s - A t) (B s - B t) (X t) (Y t) (X s) (Y s) := by
    simp only [rpaForm, Matrix.smul_mulVec, dotProduct_smul, smul_eq_mul]
    ring
  simp only [Pi.div_apply]
  rw [hsm, ← hfd, slope_def_field, ← mul_assoc, mul_div_cancel_right₀ _ hNs, div_eq_inv_mul]

/-- For `A = D + s K` and `B = s K` with symmetric `D` and `K`, and a branch of solutions that is
continuous and normalised at `t`, the derivative of the excitation energy with respect to the
coupling strength `s` at `t` is the matrix element of `K` in the vector `X + Y`. -/
theorem coupling_strength_derivative {D K : Matrix n n ℝ} {X Y : ℝ → n → ℝ} {w : ℝ → ℝ}
    {t : ℝ} (hD : D.IsSymm) (hK : K.IsSymm)
    (hX : ContinuousAt X t) (hY : ContinuousAt Y t)
    (hsol : ∀ᶠ s in 𝓝 t, IsRPASolution (D + s • K) (s • K) (X s) (Y s) (w s))
    (hnorm : X t ⬝ᵥ X t - Y t ⬝ᵥ Y t = 1) :
    HasDerivAt w ((X t + Y t) ⬝ᵥ K *ᵥ (X t + Y t)) t := by
  have hB : ∀ i j, HasDerivAt (fun s : ℝ => (s • K) i j) (K i j) t := fun i j => by
    have h := (hasDerivAt_id' t).mul_const (K i j)
    rw [one_mul] at h
    exact h
  have hA : ∀ i j, HasDerivAt (fun s : ℝ => (D + s • K) i j) (K i j) t := fun i j =>
    (hB i j).const_add (D i j)
  have h := hellmann_feynman (hD.add (hK.smul t)) (fun s => hK.smul s) hA hB hX hY hsol hnorm
  refine h.congr_deriv ?_
  simp only [Matrix.mulVec_add, dotProduct_add, add_dotProduct]
  rw [symm_element hK (Y t) (X t)]
  ring

/-- An explicit one-mode family with excitation energy `exp s` and amplitudes `cosh s` and
`-sinh s` solves the RPA equations and is normalised for every `s`. -/
theorem hellmann_feynman_witness (s : ℝ) :
    IsRPASolution (n := Fin 1) !![Real.exp s * Real.cosh (2 * s)]
      !![Real.exp s * Real.sinh (2 * s)] ![Real.cosh s] ![-Real.sinh s] (Real.exp s) ∧
    ![Real.cosh s] ⬝ᵥ ![Real.cosh s] - ![-Real.sinh s] ⬝ᵥ ![-Real.sinh s] = 1 := by
  have h := Real.cosh_sq s
  refine ⟨⟨?_, ?_⟩, ?_⟩
  · ext i
    fin_cases i
    simp only [Matrix.mulVec, dotProduct, Fin.sum_univ_succ, Real.cosh_two_mul,
      Real.sinh_two_mul, Pi.add_apply, Pi.smul_apply, smul_eq_mul]
    simp
    linear_combination Real.exp s * Real.cosh s * h
  · ext i
    fin_cases i
    simp only [Matrix.mulVec, dotProduct, Fin.sum_univ_succ, Real.cosh_two_mul,
      Real.sinh_two_mul, Pi.add_apply, Pi.neg_apply, Pi.smul_apply, smul_eq_mul]
    simp
    linear_combination Real.exp s * Real.sinh s * h
  · simp only [dotProduct, Fin.sum_univ_succ]
    simp
    linear_combination h

end RPAHellmannFeynman
```

```lean
#print axioms RPAHellmannFeynman.hellmann_feynman
-- 'RPAHellmannFeynman.hellmann_feynman' depends on axioms: [propext, Classical.choice, Quot.sound]
#print axioms RPAHellmannFeynman.coupling_strength_derivative
-- 'RPAHellmannFeynman.coupling_strength_derivative' depends on axioms: [propext, Classical.choice, Quot.sound]
```

The finite index type `n` labels the particle-hole pairs. The real matrices A and B couple excitation amplitudes X and de-excitation amplitudes Y, and w is the excitation energy. The structure `IsRPASolution` fixes the sign convention:

AX + BY = wX
BX + AY = −wY

All of these may depend on a real parameter s, such as a nuclear coordinate or the strength of an electric field. The theorem `hellmann_feynman` concerns one value t of that parameter. A prime denotes the derivative at t, taken entry by entry for matrices, and quantities without an argument are evaluated at t. The conclusion is that w is differentiable at t, with

w' = X·A'X + 2 X·B'Y + Y·A'Y.

The hypotheses are these:

- A is symmetric at t, and B is symmetric for every s.
- The entries of A and B are differentiable at t.
- X and Y are continuous at t.
- The RPA equations hold for all s near t.
- X·X − Y·Y = 1 at t.

Neither the differentiability of the amplitudes nor any regularity of w is assumed. The normalisation is the usual one for an excitation, as opposed to its de-excitation partner, in which X and Y have changed places and w has changed sign. Continuity stands for following one state: the amplitudes may not jump to another state or flip their overall sign at t. That such a branch exists is assumed, and this can fail where excitation energies cross or where one of them falls to zero.

The familiar Hellmann–Feynman theorem is about expectation values of a Hermitian Hamiltonian; this is its analogue for a finite, real RPA problem with an indefinite normalisation. With B = 0 and Y = 0 throughout, as in the Tamm–Dancoff approximation, it reduces to w' = X·A'X.

For excited-state gradients, the formula removes the amplitude response within this finite, real model, but A' and B' are total derivatives and are taken as given. If the orbitals and their energies change with s, their response contributes to A' and B' and still has to be accounted for.

The derivation starts by projecting the RPA equations on an arbitrary pair of vectors (U, V). Take the dot product of the first equation with U and of the second with V, and add:

U·AX + U·BY + V·BX + V·AY = w (U·X − V·Y).

The left side is `rpaForm`, the bracket on the right is `rpaOverlap`, and the identity is `rpaForm_of_solution`. In Lean, `congrArg` takes the two dot products and `linear_combination` adds them.

Now use this identity twice. Write N(s) = X(t)·X(s) − Y(t)·Y(s) for the overlap of the solutions at t and s. Projecting the equations at s on the solution at t gives

X(t)·A(s)X(s) + X(t)·B(s)Y(s) + Y(t)·B(s)X(s) + Y(t)·A(s)Y(s) = w(s) N(s).

Projecting the equations at t on the solution at s, and letting the symmetric matrices A(t) and B(t) act to the left, gives

X(t)·A(t)X(s) + X(t)·B(t)Y(s) + Y(t)·B(t)X(s) + Y(t)·A(t)Y(s) = w(t) N(s).

With ΔA = A(s) − A(t) and ΔB = B(s) − B(t), subtraction leaves

(w(s) − w(t)) N(s) = X(t)·ΔA X(s) + X(t)·ΔB Y(s) + Y(t)·ΔB X(s) + Y(t)·ΔA Y(s).

This is `finite_difference`, with subscripts 0 and 1 for t and s. It is exact for any size of step. The exchange of vectors is supplied by `symm_element`.

By continuity and the normalisation, N(s) tends to 1 as s tends to t, so it is nonzero close to t. Dividing by (s − t) N(s) gives the difference quotient of w on the left. On the right, ΔA/(s − t) and ΔB/(s − t) tend to A' and B', while X(s) and Y(s) tend to X(t) and Y(t). Hence

w' = X·A'X + X·B'Y + Y·B'X + Y·A'Y.

Since B(s) is symmetric for every s, so is B', and the two middle terms are equal. This gives the stated formula.

The Lean proof takes the same limit. `hasDerivAt_iff_tendsto_slope` turns a derivative into the limit of a difference quotient with s ≠ t. The step `hN` is the limit of the overlap, and `hF`, built from `tendsto_element`, is the limit of the right side. The call to `congr'` then identifies their quotient with the difference quotient of w for s close to t, by way of `finite_difference`. The symmetry of B' is `hB's`, which follows from the uniqueness of derivatives.

The theorem `coupling_strength_derivative` treats A = D + sK and B = sK with fixed symmetric D and K. This is the form of direct RPA (without exchange integrals) for real orbitals: D holds the orbital-energy differences and K the electron-hole coupling, whose strength is s. With exchange integrals included, the coupling parts of A and B generally differ, and this special case does not apply. For A = D + sK and B = sK, both matrix derivatives are K, and expanding the product shows that

w' = X·KX + 2 X·KY + Y·KY = (X + Y)·K(X + Y).

The orbitals and their energies stay fixed while the coupling is scaled.

Finally, `hellmann_feynman_witness` gives a one-mode example in which the energy and both amplitudes vary:

A = eˢ cosh 2s, B = eˢ sinh 2s
X = cosh s, Y = −sinh s, w = eˢ

The theorem verifies the RPA equations and the normalisation for every s, using the double-angle formulas and cosh² s − sinh² s = 1. Inserting the example into the derivative formula gives

w' = A' cosh 2s − B' sinh 2s = eˢ (cosh² 2s − sinh² 2s) = eˢ,

which agrees with differentiating w = eˢ directly.
